# For a two-level atom at rest, with $\Gamma>0$ and uniform detuning, the steady dipole force is minus the gradient of $(\hbar\delta/2)\ln(1+s)$

## Can an atom that keeps scattering photons have a potential energy?

An atom rests in a standing laser wave tuned below its resonance. The light pulls it towards the antinodes, and all the while the atom absorbs laser photons and emits them spontaneously in other directions.

I have seen the pull described by a potential, $(\hbar\delta/2)\ln(1+s)$, where $\delta$ is the detuning and $s$ the saturation parameter. For weak light I can read this as a level shift. Near an antinode of a strong wave, though, the atom spends much of its time excited and loses energy continually. Why should the force still be a gradient there? And does the argument survive at the nodes, where the drive vanishes and I can't divide by it?

## The steady dipole depends on position only through the Rabi frequency

Yes, the force is still a gradient at any intensity, and the nodes need no exception, provided that the atom's dipole has settled to its steady value for the local field and $\delta$ is the same everywhere. The steady in-phase dipole $u$ is then a function of the Rabi frequency $\Omega$ alone, so $\hbar u\,\nabla\Omega$ is the gradient of an antiderivative of $\hbar u(\Omega)$. Spontaneous emission changes that function without spoiling the argument.

### From the Bloch equations to the logarithm

Let $\delta$ be the laser frequency minus the atomic frequency, both as angular frequencies, and $\Gamma>0$ the spontaneous emission rate. The Rabi frequency $\Omega$ is proportional to the local amplitude of the laser field and measures how strongly it drives the atom. The dipole has an in-phase component $u$ and a quadrature component $v$, and $w$ is half the excited-minus-ground population difference. The Bloch equations are

$$u'=\delta v-\tfrac{\Gamma}{2}u,\qquad v'=-\delta u-\Omega w-\tfrac{\Gamma}{2}v,\qquad w'=\Omega v-\Gamma\left(w+\tfrac12\right).$$

In a steady state the first and third equations give $u=2\delta v/\Gamma$ and $w=\Omega v/\Gamma-\tfrac12$. Put these into the second and multiply by $-2\Gamma$:

$$(4\delta^2+\Gamma^2+2\Omega^2)\,v=\Gamma\Omega.$$

With $L=\delta^2+\Gamma^2/4$ and $D=L+\Omega^2/2$, the bracket is $4D>0$. Hence

$$v=\frac{\Gamma\Omega}{4D},\qquad u=\frac{\delta\Omega}{2D},\qquad w=\frac{\Omega^2}{4D}-\frac12=-\frac{L}{2D}.$$

The only divisions were by $\Gamma$ and $D$. At a node, $\Omega=0$ simply gives $u=v=0$ and $w=-\tfrac12$, the ground state.

The saturation parameter is $s=(\Omega^2/2)/L$, so $1+s=D/L$ and $s/(1+s)=\Omega^2/(2D)$. The photon scattering rate is $\Gamma$ times the excited population $w+\tfrac12$, which in the steady state equals $\Omega v$:

$$\Omega v=\frac{\Gamma\Omega^2}{4D}=\frac{\Gamma s}{2(1+s)}=\frac{\Gamma}{2}-\frac{\Gamma L}{2D}.$$

This is below $\Gamma/2$, because $\Gamma L/(2D)>0$, and tends to $\Gamma/2$ as $\Omega\to\infty$.

The atom also approaches this state exponentially from any starting point if the field is constant. Mark the steady values as $u_0,v_0,w_0$, and let $a=u-u_0$, $b=v-v_0$, $c=w-w_0$. Subtracting the steady equations leaves

$$a'=\delta b-\tfrac{\Gamma}{2}a,\qquad b'=-\delta a-\Omega c-\tfrac{\Gamma}{2}b,\qquad c'=\Omega b-\Gamma c.$$

For $R=a^2+b^2+c^2$ the terms in $\delta$ and $\Omega$ cancel, and $R'=-\Gamma R-\Gamma c^2$. Therefore $(Re^{\Gamma t})'=-\Gamma c^2e^{\Gamma t}\le0$, which gives $R(t)\le R(0)e^{-\Gamma t}$ for $t\ge0$.

For the force, take $U=(\hbar\delta/2)\ln(1+s)$ and differentiate with respect to $\Omega$:

$$\frac{dU}{d\Omega}=\frac{\hbar\delta}{2}\,\frac{\Omega/L}{1+s}=\frac{\hbar\delta\,\Omega}{2D}=\hbar u.$$

If $\Omega$ varies in space, the chain rule gives $\nabla U=\hbar u\,\nabla\Omega$. The dipole force is $-\hbar u\,\nabla\Omega$, so it equals $-\nabla U$.

In weak light, $s\ll1$, the logarithm reduces to $U\approx\hbar\delta s/2=\hbar\delta\,\Omega^2/(4L)$. For $|\delta|\gg\Gamma$ this becomes $\hbar\Omega^2/(4\delta)$, the light shift of the ground state, which is the level shift you had in mind. This expansion is added for orientation and has no theorem attached.

### What the Lean theorems say

All quantities are real numbers. `rateU`, `rateV` and `rateW` are the right-hand sides of the Bloch equations, and `IsSteady` says that all three vanish. `lorentz` is $L$, `broad` is $D$, `sat` is $s$ and `dipolePotential` is $U$. Two conventions differ between textbooks: `w` here runs from $-\tfrac12$ to $\tfrac12$ for a physical atom, and `sat` includes the detuning, unlike the on-resonance parameter $2\Omega^2/\Gamma^2$. The symbol `ħ` is an arbitrary real number.

- `isSteady_iff` says that, for $\Gamma>0$ and any real $\delta$ and $\Omega$, a triple is steady exactly when it has the closed form above. This gives existence and uniqueness together. At $\Gamma=0$ the steady states contain a whole line, so $\Gamma\ge0$ would not be enough for uniqueness.
- `relaxation` takes differentiable functions of time that obey the Bloch equations at every real time, with constant coefficients, and bounds their squared distance to a steady state for $t\ge0$.
- `scattering_rate` gives the formula for $\Omega v$ and the strict bound. `scattering_rate_saturates` gives the limit $\Gamma/2$; there `u`, `v` and `w` are functions of the Rabi frequency.
- `hasDerivAt_dipolePotential` is the statement $dU/d\Omega=\hbar u$.
- `dipoleForce_eq_neg_gradient` takes a real function `Ω` on three-dimensional space with gradient `g` at the point `x`, and a Bloch vector that is steady for the value `Ω x`. It concludes that $U(\Omega(y))$, as a function of position $y$, has gradient `-dipoleForce ħ u g` at `x`.

Some physics is put in through the definitions. The Bloch equations are those of the rotating-wave approximation, so $|\delta|$ and $|\Omega|$ must be small compared with the atomic frequency; for a very far-detuned trap the formula for $U$ needs a correction. The dipole decays at exactly $\Gamma/2$, which describes spontaneous emission without collisions or laser phase noise. The expression $-\hbar u\,\nabla\Omega$ is taken as the definition of the force; physically it is the mean force from the gradient of the field amplitude. A real $\Omega(x)$ suits a standing wave of uniform phase. In a travelling wave the phase gradient adds radiation pressure, which involves $v$ and is absent here.

For a moving two-level atom, the potential is a good approximation if the dipole follows the local steady state. `relaxation` suggests when this is reasonable, namely when the steady values of $u$, $v$ and $w$ for the local field change little along the path during a time $1/\Gamma$, but it is proved only for a constant field. In a strong standing wave the nodes are the critical places, because there the steady values already change markedly when $\Omega$ changes by about $\sqrt{L}$, which can be a small fraction of its peak value. Under that condition, $U$ can supply the mean dipole force in a classical trajectory simulation of a slow two-level atom; it does not include friction or the random momentum kicks, which come both from the recoil of scattered photons and from fluctuations of the dipole force itself.

```lean
import Mathlib

open Filter Topology

namespace OpticalBlochForce

noncomputable section

/-- Rate of change of the in-phase dipole component `u`. -/
def rateU (Γ δ u v : ℝ) : ℝ := δ * v - Γ * u / 2

/-- Rate of change of the quadrature dipole component `v`. -/
def rateV (Γ δ Ω u v w : ℝ) : ℝ := -δ * u - Ω * w - Γ * v / 2

/-- Rate of change of `w`, half the population difference between excited and ground state. -/
def rateW (Γ Ω v w : ℝ) : ℝ := Ω * v - Γ * (w + 1 / 2)

/-- A Bloch vector `(u, v, w)` is steady when all three rates vanish. -/
def IsSteady (Γ δ Ω u v w : ℝ) : Prop :=
  rateU Γ δ u v = 0 ∧ rateV Γ δ Ω u v w = 0 ∧ rateW Γ Ω v w = 0

/-- The Lorentzian denominator `δ² + Γ²/4` of the weakly driven atom. -/
def lorentz (Γ δ : ℝ) : ℝ := δ ^ 2 + Γ ^ 2 / 4

/-- The power-broadened denominator `δ² + Γ²/4 + Ω²/2`. -/
def broad (Γ δ Ω : ℝ) : ℝ := lorentz Γ δ + Ω ^ 2 / 2

/-- The saturation parameter `s = (Ω²/2)/(δ² + Γ²/4)`, for `Γ` and `δ` not both zero. -/
def sat (Γ δ Ω : ℝ) : ℝ := Ω ^ 2 / 2 / lorentz Γ δ

/-- The potential `(ħδ/2) ln(1 + s)` as a function of the Rabi frequency,
for `Γ` and `δ` not both zero. -/
def dipolePotential (ħ Γ δ Ω : ℝ) : ℝ := ħ * δ / 2 * Real.log (1 + sat Γ δ Ω)

/-- Points and vectors of three-dimensional space. -/
abbrev Space3 := EuclideanSpace ℝ (Fin 3)

/-- The dipole force `-ħ u ∇Ω` on an atom with in-phase dipole `u`, where `g` is the
gradient of the Rabi frequency. -/
def dipoleForce (ħ u : ℝ) (g : Space3) : Space3 := -((ħ * u) • g)

lemma lorentz_pos {Γ : ℝ} (hΓ : 0 < Γ) (δ : ℝ) : 0 < lorentz Γ δ := by
  unfold lorentz
  positivity

lemma broad_pos {Γ : ℝ} (hΓ : 0 < Γ) (δ Ω : ℝ) : 0 < broad Γ δ Ω := by
  have hL := lorentz_pos hΓ δ
  unfold broad
  positivity

/-- For `Γ > 0`, `1 + s` is the ratio of the power-broadened to the weak-field denominator. -/
theorem one_add_sat {Γ : ℝ} (hΓ : 0 < Γ) (δ Ω : ℝ) :
    1 + sat Γ δ Ω = broad Γ δ Ω / lorentz Γ δ := by
  have hL := (lorentz_pos hΓ δ).ne'
  rw [eq_div_iff hL, sat, add_mul, div_mul_cancel₀ _ hL, one_mul, broad]

/-- For `Γ > 0` the Bloch equations have exactly one steady state, given here in closed form. -/
theorem isSteady_iff {Γ : ℝ} (hΓ : 0 < Γ) (δ Ω u v w : ℝ) :
    IsSteady Γ δ Ω u v w ↔
      u = δ * Ω / (2 * broad Γ δ Ω) ∧ v = Γ * Ω / (4 * broad Γ δ Ω) ∧
        w = -lorentz Γ δ / (2 * broad Γ δ Ω) := by
  have hD := (broad_pos hΓ δ Ω).ne'
  have hB : broad Γ δ Ω = lorentz Γ δ + Ω ^ 2 / 2 := rfl
  constructor
  · rintro ⟨e1, e2, e3⟩
    simp only [rateU, rateV, rateW] at e1 e2 e3
    -- eliminate `u` and `w` to isolate `v`
    have hv : v * (4 * broad Γ δ Ω) = Γ * Ω := by
      simp only [broad, lorentz]
      linear_combination (-2 * Γ) * e2 + 4 * δ * e1 + 2 * Ω * e3
    refine ⟨?_, ?_, ?_⟩
    · rw [eq_div_iff (mul_ne_zero two_ne_zero hD)]
      apply mul_left_cancel₀ hΓ.ne'
      linear_combination δ * hv - 4 * broad Γ δ Ω * e1
    · rw [eq_div_iff (mul_ne_zero four_ne_zero hD)]
      exact hv
    · rw [eq_div_iff (mul_ne_zero two_ne_zero hD)]
      apply mul_left_cancel₀ hΓ.ne'
      linear_combination (Ω / 2) * hv - 2 * broad Γ δ Ω * e3 - Γ * hB
  · rintro ⟨rfl, rfl, rfl⟩
    have hi : broad Γ δ Ω * (broad Γ δ Ω)⁻¹ = 1 := mul_inv_cancel₀ hD
    refine ⟨?_, ?_, ?_⟩
    · simp only [rateU]
      ring
    · simp only [rateV, lorentz]
      ring
    · simp only [rateW]
      linear_combination (Γ / 2) * hi - (Γ / 2) * (broad Γ δ Ω)⁻¹ * hB

/-- For a solution of the Bloch equations, the squared distance to a steady state
falls at least as fast as `exp(-Γt)`, for `Γ > 0` and `t ≥ 0`. -/
theorem relaxation {Γ δ Ω u₀ v₀ w₀ : ℝ} (hΓ : 0 < Γ) (h₀ : IsSteady Γ δ Ω u₀ v₀ w₀)
    {u v w : ℝ → ℝ} (hu : ∀ t, HasDerivAt u (rateU Γ δ (u t) (v t)) t)
    (hv : ∀ t, HasDerivAt v (rateV Γ δ Ω (u t) (v t) (w t)) t)
    (hw : ∀ t, HasDerivAt w (rateW Γ Ω (v t) (w t)) t) {t : ℝ} (ht : 0 ≤ t) :
    (u t - u₀) ^ 2 + (v t - v₀) ^ 2 + (w t - w₀) ^ 2 ≤
      ((u 0 - u₀) ^ 2 + (v 0 - v₀) ^ 2 + (w 0 - w₀) ^ 2) * Real.exp (-(Γ * t)) := by
  obtain ⟨e1, e2, e3⟩ := h₀
  simp only [rateU, rateV, rateW] at e1 e2 e3
  have hsq : ∀ (f : ℝ → ℝ) (f' c x : ℝ), HasDerivAt f f' x →
      HasDerivAt (fun y => (f y - c) ^ 2) (2 * (f x - c) * f') x := by
    intro f f' c x h
    simpa using (h.sub_const c).fun_pow 2
  -- the coherent couplings cancel in the derivative of the weighted squared distance
  have key : ∀ x, HasDerivAt
      (fun y => ((u y - u₀) ^ 2 + (v y - v₀) ^ 2 + (w y - w₀) ^ 2) * Real.exp (Γ * y))
      (-(Γ * (w x - w₀) ^ 2 * Real.exp (Γ * x))) x := by
    intro x
    have hE : HasDerivAt (fun y => Real.exp (Γ * y)) (Real.exp (Γ * x) * Γ) x := by
      simpa using ((hasDerivAt_id' x).const_mul Γ).exp
    refine ((((hsq u _ u₀ x (hu x)).fun_add (hsq v _ v₀ x (hv x))).fun_add
      (hsq w _ w₀ x (hw x))).fun_mul hE).congr_deriv ?_
    simp only [rateU, rateV, rateW]
    linear_combination 2 * (u x - u₀) * Real.exp (Γ * x) * e1 +
      2 * (v x - v₀) * Real.exp (Γ * x) * e2 + 2 * (w x - w₀) * Real.exp (Γ * x) * e3
  have hanti := antitone_of_deriv_nonpos (fun x => (key x).differentiableAt) (fun x => by
    rw [(key x).deriv]
    have : 0 ≤ Γ * (w x - w₀) ^ 2 * Real.exp (Γ * x) := by positivity
    linarith)
  have h := hanti ht
  simp only [mul_zero, Real.exp_zero, mul_one] at h
  rw [Real.exp_neg, ← div_eq_mul_inv, le_div_iff₀ (Real.exp_pos _)]
  exact h

/-- In the steady state with `Γ > 0`, the photon scattering rate `Ωv` equals `Γs/(2(1+s))`
and stays below `Γ/2`. -/
theorem scattering_rate {Γ δ Ω u v w : ℝ} (hΓ : 0 < Γ) (h : IsSteady Γ δ Ω u v w) :
    Ω * v = Γ * sat Γ δ Ω / (2 * (1 + sat Γ δ Ω)) ∧ Ω * v < Γ / 2 := by
  have hL := lorentz_pos hΓ δ
  have hD := broad_pos hΓ δ Ω
  obtain ⟨-, hv, -⟩ := (isSteady_iff hΓ δ Ω u v w).mp h
  rw [hv]
  constructor
  · rw [one_add_sat hΓ, sat]
    field_simp
    ring
  · rw [← mul_div_assoc, div_lt_div_iff₀ (by positivity) two_pos]
    unfold broad
    nlinarith [mul_pos hΓ hL]

/-- For `Γ > 0` and fixed detuning, the steady scattering rate tends to `Γ/2` as the
Rabi frequency grows without bound. -/
theorem scattering_rate_saturates {Γ δ : ℝ} (hΓ : 0 < Γ) {u v w : ℝ → ℝ}
    (h : ∀ Ω, IsSteady Γ δ Ω (u Ω) (v Ω) (w Ω)) :
    Tendsto (fun Ω => Ω * v Ω) atTop (𝓝 (Γ / 2)) := by
  have hB : Tendsto (fun Ω => broad Γ δ Ω) atTop atTop :=
    tendsto_atTop_add_const_left _ _
      ((tendsto_pow_atTop two_ne_zero).atTop_div_const two_pos)
  have hlim : Tendsto (fun Ω => Γ / 2 - Γ * lorentz Γ δ / 2 / broad Γ δ Ω) atTop
      (𝓝 (Γ / 2 - 0)) := tendsto_const_nhds.sub (tendsto_const_nhds.div_atTop hB)
  rw [sub_zero] at hlim
  refine hlim.congr fun Ω => ?_
  obtain ⟨-, hv, -⟩ := (isSteady_iff hΓ δ Ω _ _ _).mp (h Ω)
  have hi : broad Γ δ Ω * (broad Γ δ Ω)⁻¹ = 1 := mul_inv_cancel₀ (broad_pos hΓ δ Ω).ne'
  have hD : broad Γ δ Ω = lorentz Γ δ + Ω ^ 2 / 2 := rfl
  rw [hv]
  linear_combination (-(Γ / 2)) * hi + (Γ / 2) * (broad Γ δ Ω)⁻¹ * hD

/-- For `Γ > 0`, the derivative of the dipole potential with respect to the Rabi frequency
is `ħu`, with `u` the steady in-phase dipole. -/
theorem hasDerivAt_dipolePotential {Γ δ Ω u v w : ℝ} (ħ : ℝ) (hΓ : 0 < Γ)
    (h : IsSteady Γ δ Ω u v w) :
    HasDerivAt (dipolePotential ħ Γ δ) (ħ * u) Ω := by
  have hL := lorentz_pos hΓ δ
  have hD := broad_pos hΓ δ Ω
  obtain ⟨hu, -, -⟩ := (isSteady_iff hΓ δ Ω u v w).mp h
  have hs : HasDerivAt (fun y => sat Γ δ y) (Ω / lorentz Γ δ) Ω :=
    (((hasDerivAt_pow 2 Ω).div_const 2).div_const (lorentz Γ δ)).congr_deriv (by simp)
  have hne : 1 + sat Γ δ Ω ≠ 0 := by
    rw [one_add_sat hΓ]
    exact (div_pos hD hL).ne'
  refine (((hs.const_add 1).log hne).const_mul (ħ * δ / 2)).congr_deriv ?_
  rw [one_add_sat hΓ, hu]
  field_simp

/-- For `Γ > 0`, a Rabi frequency `Ω` with gradient `g` at `x`, and a Bloch vector that is steady
for the value `Ω x`, the dipole force `-ħ u g` is minus the gradient at `x` of `(ħδ/2) ln(1 + s)`,
taken as a function of position at fixed `δ`. -/
theorem dipoleForce_eq_neg_gradient {Γ δ u v w : ℝ} (ħ : ℝ) (hΓ : 0 < Γ)
    {Ω : Space3 → ℝ} {g x : Space3} (hΩ : HasGradientAt Ω g x)
    (h : IsSteady Γ δ (Ω x) u v w) :
    HasGradientAt (fun y => dipolePotential ħ Γ δ (Ω y)) (-dipoleForce ħ u g) x := by
  -- chain rule through the local Rabi frequency
  have hc := (hasDerivAt_dipolePotential ħ hΓ h).comp_hasFDerivAt x hΩ.hasFDerivAt
  rw [hasGradientAt_iff_hasFDerivAt, dipoleForce, neg_neg]
  have hg : InnerProductSpace.toDual ℝ Space3 ((ħ * u) • g) =
      (ħ * u) • InnerProductSpace.toDual ℝ Space3 g :=
    ContinuousLinearMap.ext fun y => by simp
  rw [hg]
  exact hc

end

end OpticalBlochForce
```

```lean
#print axioms OpticalBlochForce.relaxation
-- 'OpticalBlochForce.relaxation' depends on axioms: [propext, Classical.choice, Quot.sound]
#print axioms OpticalBlochForce.scattering_rate
-- 'OpticalBlochForce.scattering_rate' depends on axioms: [propext, Classical.choice, Quot.sound]
#print axioms OpticalBlochForce.scattering_rate_saturates
-- 'OpticalBlochForce.scattering_rate_saturates' depends on axioms: [propext, Classical.choice, Quot.sound]
#print axioms OpticalBlochForce.dipoleForce_eq_neg_gradient
-- 'OpticalBlochForce.dipoleForce_eq_neg_gradient' depends on axioms: [propext, Classical.choice, Quot.sound]
```

### How Lean carries out the steps

`lorentz_pos` and `broad_pos` show that $L$ and $D$ are positive, which permits every later division by them. `one_add_sat` is the identity $1+s=D/L$.

In `isSteady_iff`, the forward direction first isolates $v$. The `linear_combination` line adds $-2\Gamma$ times the second steady equation, $4\delta$ times the first and $2\Omega$ times the third. The terms in $u$ and $w$ drop out and leave $4Dv=\Gamma\Omega$. The formulas for $u$ and $w$ are then proved after multiplication by $\Gamma$, and `mul_left_cancel₀` removes that factor. The converse substitutes the closed forms into the three rates and checks that they vanish.

In `relaxation`, the auxiliary statement `hsq` differentiates the square of a distance from a constant. The statement `key` is the derivative $(Re^{\Gamma t})'=-\Gamma c^2e^{\Gamma t}$, and its `linear_combination` subtracts the steady equations, as was done above by passing to $a,b,c$. Since the derivative is nowhere positive, `antitone_of_deriv_nonpos` makes $Re^{\Gamma t}$ non-increasing. Comparing time $0$ with time $t$ and dividing by the exponential gives the bound.

`scattering_rate` inserts the closed form of $v$. The equality is then algebra with fractions, and the inequality, once the denominators are cleared, follows from $\Gamma L>0$. For the limit, `scattering_rate_saturates` writes the rate as $\Gamma/2-\Gamma L/(2D)$ and uses that $D$ grows without bound.

`hasDerivAt_dipolePotential` differentiates $s$ to get $\Omega/L$, applies the rule for the logarithm, which needs $1+s\neq0$, and simplifies the result to $\hbar u$. The last theorem composes this derivative with `Ω` by the chain rule. Mathlib states that rule for the derivative as a linear map, so the remaining lines use `InnerProductSpace.toDual` to turn the linear map back into the gradient vector $\hbar u\,g$, which is minus the dipole force.
